# On an even periodic square lattice with $|J_1|\le 2J_2$, two Néel sublattices at any relative angle minimise the classical $J_1$-$J_2$ energy

Two numerical minimisations of a frustrated magnet can end in different spin patterns with the same energy, and the agreement alone does not show that these are ground states. A lower bound that both patterns attain does. For classical unit spins on an $L\times L$ periodic square lattice with $L$ even, nearest-neighbour coupling $J_1$ and diagonal coupling $J_2$, the file below proves the bound $-2J_2L^2$ whenever $|J_1|\le 2J_2$, and shows that a whole family of states reaches it.

In Lean 4 with Mathlib:

```lean
import Mathlib

open scoped InnerProductSpace

namespace J1J2SquareLattice

noncomputable section

/-- A classical spin is a real three-vector; unit length is imposed in the theorems. -/
abbrev Spin := EuclideanSpace ℝ (Fin 3)

/-- A spin configuration on the periodic `L × L` square lattice. -/
abbrev Config (L : ℕ) := ZMod L → ZMod L → Spin

variable {L : ℕ} [NeZero L]

/-- The J1-J2 energy: each site contributes its bonds to the right and upwards with `J1`,
and the two diagonals of the plaquette at its upper right with `J2`. -/
def energy (J1 J2 : ℝ) (S : Config L) : ℝ :=
  ∑ x, ∑ y, (J1 * (⟪S x y, S (x + 1) y⟫_ℝ + ⟪S x y, S x (y + 1)⟫_ℝ)
    + J2 * (⟪S x y, S (x + 1) (y + 1)⟫_ℝ + ⟪S (x + 1) y, S x (y + 1)⟫_ℝ))

/-- Energy of a plaquette with corners `a, b, c, d` in cyclic order; each edge carries
half its coupling because two plaquettes share it. -/
def plaquetteEnergy (J1 J2 : ℝ) (a b c d : Spin) : ℝ :=
  J1 / 2 * (⟪a, b⟫_ℝ + ⟪d, c⟫_ℝ + ⟪a, d⟫_ℝ + ⟪b, c⟫_ℝ) + J2 * (⟪a, c⟫_ℝ + ⟪b, d⟫_ℝ)

/-- A weighted sum of two squares in the total spins `u` and `v` of the two diagonals
of a plaquette. -/
def excess (J1 J2 : ℝ) (u v : Spin) : ℝ :=
  (2 * J2 + J1) / 8 * ‖u + v‖ ^ 2 + (2 * J2 - J1) / 8 * ‖u - v‖ ^ 2

/-- The alternating sign `(-1)^x` along one lattice direction. -/
def stagger (x : ZMod L) : ℝ := (-1) ^ x.val

/-- Two interpenetrating Néel sublattices: the spins are `±n` on one sublattice of the
checkerboard and `±m` on the other. -/
def twoNeel (n m : Spin) : Config L :=
  fun x y => stagger x • (if stagger x = stagger y then n else m)

/-- The ordinary Néel state, with sign `(-1)^(x+y)` along the axis `n`. -/
def neel (n : Spin) : Config L := fun x y => (stagger x * stagger y) • n

/-- On every plaquette the two spins of each diagonal are opposite. -/
def DiagonalAntiparallel (S : Config L) : Prop :=
  ∀ x y, S (x + 1) (y + 1) = -S x y ∧ S x (y + 1) = -S (x + 1) y

/-- For unit spins the plaquette energy is `-2 J2` plus the excess of its two diagonals. -/
theorem plaquette_identity (J1 J2 : ℝ) {a b c d : Spin}
    (ha : ‖a‖ = 1) (hb : ‖b‖ = 1) (hc : ‖c‖ = 1) (hd : ‖d‖ = 1) :
    plaquetteEnergy J1 J2 a b c d = -2 * J2 + excess J1 J2 (a + c) (b + d) := by
  have haa : ⟪a, a⟫_ℝ = 1 := by rw [real_inner_self_eq_norm_sq, ha, one_pow]
  have hbb : ⟪b, b⟫_ℝ = 1 := by rw [real_inner_self_eq_norm_sq, hb, one_pow]
  have hcc : ⟪c, c⟫_ℝ = 1 := by rw [real_inner_self_eq_norm_sq, hc, one_pow]
  have hdd : ⟪d, d⟫_ℝ = 1 := by rw [real_inner_self_eq_norm_sq, hd, one_pow]
  simp only [plaquetteEnergy, excess, ← real_inner_self_eq_norm_sq, inner_add_left,
    inner_add_right, inner_sub_left, inner_sub_right, haa, hbb, hcc, hdd,
    real_inner_comm a b, real_inner_comm a c, real_inner_comm a d,
    real_inner_comm b c, real_inner_comm b d, real_inner_comm c d]
  ring

/-- The bond energy of the periodic lattice is the sum of its plaquette energies. -/
theorem energy_eq_plaquettes (J1 J2 : ℝ) (S : Config L) :
    energy J1 J2 S = ∑ x, ∑ y,
      plaquetteEnergy J1 J2 (S x y) (S (x + 1) y) (S (x + 1) (y + 1)) (S x (y + 1)) := by
  -- translating all horizontal bonds up, or all vertical bonds right, changes nothing
  have h1 : ∑ x, ∑ y, ⟪S x (y + 1), S (x + 1) (y + 1)⟫_ℝ
      = ∑ x, ∑ y, ⟪S x y, S (x + 1) y⟫_ℝ :=
    Finset.sum_congr rfl fun x _ =>
      Equiv.sum_comp (Equiv.addRight (1 : ZMod L)) (fun y => ⟪S x y, S (x + 1) y⟫_ℝ)
  have h2 : ∑ x, ∑ y, ⟪S (x + 1) y, S (x + 1) (y + 1)⟫_ℝ
      = ∑ x, ∑ y, ⟪S x y, S x (y + 1)⟫_ℝ :=
    Equiv.sum_comp (Equiv.addRight (1 : ZMod L)) (fun x => ∑ y, ⟪S x y, S x (y + 1)⟫_ℝ)
  simp only [energy, plaquetteEnergy, mul_add, Finset.sum_add_distrib, ← Finset.mul_sum]
  linear_combination (-(J1 / 2)) * (h1 + h2)

/-- For unit spins the energy is `-2 J2 L²` plus the sum of all plaquette excesses. -/
theorem energy_excess (J1 J2 : ℝ) (S : Config L) (hS : ∀ x y, ‖S x y‖ = 1) :
    energy J1 J2 S = -2 * J2 * (L : ℝ) ^ 2 + ∑ x, ∑ y,
      excess J1 J2 (S x y + S (x + 1) (y + 1)) (S (x + 1) y + S x (y + 1)) := by
  have hc : ∑ _x : ZMod L, ∑ _y : ZMod L, (-2 * J2) = -2 * J2 * (L : ℝ) ^ 2 := by
    simp only [Finset.sum_const, Finset.card_univ, ZMod.card, nsmul_eq_mul]
    ring
  rw [energy_eq_plaquettes, ← hc, ← Finset.sum_add_distrib]
  refine Finset.sum_congr rfl fun x _ => ?_
  rw [← Finset.sum_add_distrib]
  exact Finset.sum_congr rfl fun y _ =>
    plaquette_identity J1 J2 (hS _ _) (hS _ _) (hS _ _) (hS _ _)

omit [NeZero L] in
/-- The alternating sign takes the values `±1`. -/
theorem stagger_eq_or (x : ZMod L) : stagger x = 1 ∨ stagger x = -1 :=
  neg_one_pow_eq_or ℝ _

/-- On a ring of even length the alternating sign flips at every step, also across the
periodic boundary. -/
theorem stagger_add_one (hL : Even L) (x : ZMod L) : stagger (x + 1) = -stagger x := by
  have h : (x + 1).val = (x.val + 1) % L := by
    rw [ZMod.val_add, ZMod.val_one_eq_one_mod, Nat.add_mod_mod]
  unfold stagger
  rw [h]
  calc (-1 : ℝ) ^ ((x.val + 1) % L)
      = (-1) ^ (L * ((x.val + 1) / L) + (x.val + 1) % L) := by
        rw [pow_add, pow_mul, hL.neg_one_pow, one_pow, one_mul]
    _ = (-1) ^ (x.val + 1) := by rw [Nat.div_add_mod]
    _ = -(-1) ^ x.val := by rw [pow_succ, mul_neg_one]

/-- For even `L` all diagonal neighbours in the two-sublattice Néel state are antiparallel. -/
theorem twoNeel_antiparallel (hL : Even L) (n m : Spin) :
    DiagonalAntiparallel (twoNeel n m : Config L) := by
  intro x y
  rcases stagger_eq_or x with hx | hx <;> rcases stagger_eq_or y with hy | hy <;>
    norm_num [twoNeel, stagger_add_one hL, hx, hy]

/-- Two configurations with antiparallel diagonal neighbours coincide once they agree on the
adjacent sites `(0, 0)` and `(0, 1)`. -/
theorem antiparallel_unique {S T : Config L} (hS : DiagonalAntiparallel S)
    (hT : DiagonalAntiparallel T) (h0 : S 0 0 = T 0 0) (h1 : S 0 1 = T 0 1) : S = T := by
  have two : ∀ R : Config L, DiagonalAntiparallel R → ∀ x y, R x (y + 1 + 1) = R x y := by
    intro R hR x y
    rw [(hR x (y + 1)).2, (hR x y).1, neg_neg]
  -- first the column x = 0, then column after column
  have col : ∀ b : ℕ, S 0 (b : ZMod L) = T 0 (b : ZMod L) ∧
      S 0 ((b : ZMod L) + 1) = T 0 ((b : ZMod L) + 1) := by
    intro b
    induction b with
    | zero => simpa only [Nat.cast_zero, zero_add] using And.intro h0 h1
    | succ b ih =>
      rw [Nat.cast_succ]
      exact ⟨ih.2, by rw [two S hS, two T hT, ih.1]⟩
  have all : ∀ a : ℕ, ∀ y, S (a : ZMod L) y = T (a : ZMod L) y := by
    intro a
    induction a with
    | zero =>
      intro y
      have h := (col y.val).1
      rw [ZMod.natCast_zmod_val] at h
      simpa only [Nat.cast_zero] using h
    | succ a ih =>
      intro y
      rw [Nat.cast_succ]
      exact neg_injective ((hS a y).2.symm.trans ((ih (y + 1)).trans (hT a y).2))
  funext x y
  have h := all x.val y
  rwa [ZMod.natCast_zmod_val] at h

/-- For `|J1| ≤ 2 J2` and even `L` the energy of unit spins is at least `-2 J2 L²`, and two
interpenetrating Néel sublattices with any unit axes `n` and `m` attain this value. -/
theorem energy_bound_attained (hL : Even L) {J1 J2 : ℝ} (hJ : |J1| ≤ 2 * J2) :
    (∀ S : Config L, (∀ x y, ‖S x y‖ = 1) → -2 * J2 * (L : ℝ) ^ 2 ≤ energy J1 J2 S) ∧
    ∀ n m : Spin, ‖n‖ = 1 → ‖m‖ = 1 →
      (∀ x y, ‖(twoNeel n m : Config L) x y‖ = 1) ∧
      energy J1 J2 (twoNeel n m : Config L) = -2 * J2 * (L : ℝ) ^ 2 := by
  obtain ⟨hl, hr⟩ := abs_le.1 hJ
  constructor
  · intro S hS
    rw [energy_excess J1 J2 S hS]
    exact le_add_of_nonneg_right (Finset.sum_nonneg fun x _ => Finset.sum_nonneg fun y _ =>
      add_nonneg (mul_nonneg (by linarith) (sq_nonneg _))
        (mul_nonneg (by linarith) (sq_nonneg _)))
  · intro n m hn hm
    have hu : ∀ x y, ‖(twoNeel n m : Config L) x y‖ = 1 := by
      intro x y
      unfold twoNeel
      rcases stagger_eq_or x with hx | hx <;> split_ifs <;> simp [hx, hn, hm]
    refine ⟨hu, ?_⟩
    rw [energy_excess J1 J2 _ hu, Finset.sum_eq_zero, add_zero]
    intro x _
    refine Finset.sum_eq_zero fun y _ => ?_
    have h := twoNeel_antiparallel hL n m x y
    rw [h.1, h.2]
    simp [excess]

/-- For `|J1| < 2 J2` and even `L` the unit-spin configurations of energy `-2 J2 L²` are
exactly the two-sublattice Néel states. -/
theorem energy_eq_bound_iff (hL : Even L) {J1 J2 : ℝ} (hJ : |J1| < 2 * J2)
    (S : Config L) (hS : ∀ x y, ‖S x y‖ = 1) :
    energy J1 J2 S = -2 * J2 * (L : ℝ) ^ 2 ↔
      ∃ n m : Spin, ‖n‖ = 1 ∧ ‖m‖ = 1 ∧ S = twoNeel n m := by
  obtain ⟨hl, hr⟩ := abs_lt.1 hJ
  have hp : 0 < (2 * J2 + J1) / 8 := by linarith
  have hq : 0 < (2 * J2 - J1) / 8 := by linarith
  have hnn : ∀ u v, 0 ≤ excess J1 J2 u v := fun u v =>
    add_nonneg (mul_nonneg hp.le (sq_nonneg _)) (mul_nonneg hq.le (sq_nonneg _))
  -- a plaquette without excess has vanishing total spin on both diagonals
  have hz : ∀ u v, excess J1 J2 u v = 0 → u = 0 ∧ v = 0 := by
    intro u v h
    unfold excess at h
    have k1 := mul_nonneg hp.le (sq_nonneg ‖u + v‖)
    have k2 := mul_nonneg hq.le (sq_nonneg ‖u - v‖)
    have z1 : (2 * J2 + J1) / 8 * ‖u + v‖ ^ 2 = 0 := by linarith
    have z2 : (2 * J2 - J1) / 8 * ‖u - v‖ ^ 2 = 0 := by linarith
    have e1 : u + v = 0 := norm_eq_zero.1
      ((pow_eq_zero_iff two_ne_zero).1 ((mul_eq_zero.1 z1).resolve_left hp.ne'))
    have e2 : u - v = 0 := norm_eq_zero.1
      ((pow_eq_zero_iff two_ne_zero).1 ((mul_eq_zero.1 z2).resolve_left hq.ne'))
    have hu : u = 0 := by
      calc u = (1 / 2 : ℝ) • ((u + v) + (u - v)) := by module
        _ = 0 := by rw [e1, e2, add_zero, smul_zero]
    exact ⟨hu, by rwa [hu, zero_add] at e1⟩
  constructor
  · intro h
    rw [energy_excess J1 J2 S hS] at h
    have h0 := add_eq_left.1 h
    have hA : DiagonalAntiparallel S := by
      intro x y
      have hx := (Finset.sum_eq_zero_iff_of_nonneg
        (fun x _ => Finset.sum_nonneg fun y _ => hnn _ _)).1 h0 x (Finset.mem_univ x)
      have hy := (Finset.sum_eq_zero_iff_of_nonneg
        (fun y _ => hnn _ _)).1 hx y (Finset.mem_univ y)
      obtain ⟨hu, hv⟩ := hz _ _ hy
      exact ⟨eq_neg_of_add_eq_zero_right hu, eq_neg_of_add_eq_zero_right hv⟩
    have s0 : stagger (0 : ZMod L) = 1 := by simp [stagger]
    have s1 : stagger (1 : ZMod L) = -1 := by
      have h := stagger_add_one hL (0 : ZMod L)
      rwa [zero_add, s0] at h
    refine ⟨S 0 0, S 0 1, hS 0 0, hS 0 1,
      antiparallel_unique hA (twoNeel_antiparallel hL _ _) ?_ ?_⟩
    · simp [twoNeel, s0]
    · norm_num [twoNeel, s0, s1]
  · rintro ⟨n, m, hn, hm, rfl⟩
    exact ((energy_bound_attained hL hJ.le).2 n m hn hm).2

/-- For `J1 > 2 J2` and even `L` the ordinary Néel state has energy below `-2 J2 L²`. -/
theorem neel_below_bound (hL : Even L) {J1 J2 : ℝ} (hJ : 2 * J2 < J1)
    (n : Spin) (hn : ‖n‖ = 1) :
    energy J1 J2 (neel n : Config L) < -2 * J2 * (L : ℝ) ^ 2 := by
  have hE : energy J1 J2 (neel n : Config L)
      = ∑ _x : ZMod L, ∑ _y : ZMod L, (2 * J2 - 2 * J1) := by
    unfold energy
    refine Finset.sum_congr rfl fun x _ => Finset.sum_congr rfl fun y _ => ?_
    rcases stagger_eq_or x with hx | hx <;> rcases stagger_eq_or y with hy | hy <;>
      simp only [neel, stagger_add_one hL, real_inner_smul_left, real_inner_smul_right,
        real_inner_self_eq_norm_sq, hn, hx, hy] <;> ring
  have hpos : 0 < (L : ℝ) ^ 2 := pow_pos (Nat.cast_pos.mpr (NeZero.pos L)) 2
  rw [hE]
  simp only [Finset.sum_const, Finset.card_univ, ZMod.card, nsmul_eq_mul]
  nlinarith [mul_pos hpos (sub_pos.2 hJ)]

end

end J1J2SquareLattice
```

```lean
#print axioms J1J2SquareLattice.energy_bound_attained
-- 'J1J2SquareLattice.energy_bound_attained' depends on axioms: [propext, Classical.choice, Quot.sound]
#print axioms J1J2SquareLattice.energy_eq_bound_iff
-- 'J1J2SquareLattice.energy_eq_bound_iff' depends on axioms: [propext, Classical.choice, Quot.sound]
#print axioms J1J2SquareLattice.neel_below_bound
-- 'J1J2SquareLattice.neel_below_bound' depends on axioms: [propext, Classical.choice, Quot.sound]
```

## Spins, bonds and the family of ground states

A site is a pair $(x,y)$ of elements of `ZMod L`, so adding 1 at the last site leads back to the first and the boundary is periodic. A `Config L` assigns a real three-vector $S_{x,y}$ to each site; the theorems add the condition $|S_{x,y}|=1$. The function `energy` is

$$E=\sum_{x,y}\Big[J_1\big(S_{x,y}\cdot S_{x+1,y}+S_{x,y}\cdot S_{x,y+1}\big)+J_2\big(S_{x,y}\cdot S_{x+1,y+1}+S_{x+1,y}\cdot S_{x,y+1}\big)\Big].$$

Positive couplings are antiferromagnetic, and for $L\ge 4$ each bond is counted once.

Write $s(x)=(-1)^x$ for `stagger`, with $x$ represented by $0,\dots,L-1$. The state `twoNeel n m` has spin $s(x)\,n$ where $s(x)=s(y)$, and $s(x)\,m$ on the other half of the checkerboard. Each half is Néel ordered, along its own axis. For $m=n$ the spins are $s(x)\,n$, and for $m=-n$ they are $s(y)\,n$: these are the two striped states.

There are three main statements.

- `energy_bound_attained`: if $L$ is even and $|J_1|\le 2J_2$, then $E\ge -2J_2L^2$ for all unit spins, with equality for `twoNeel n m` whatever the unit vectors $n$ and $m$. This includes the antiferromagnetic range $J_2\ge J_1/2\ge 0$.
- `energy_eq_bound_iff`: if $|J_1|<2J_2$, no other unit-spin configuration has this energy.
- `neel_below_bound`: if $J_1>2J_2$, the ordinary Néel state, with spins $s(x)s(y)\,n$, lies strictly below $-2J_2L^2$. The theorem does not say that it is then the minimum.

For $|J_1|<2J_2$ the diagonal bonds are strong enough to make every diagonal pair antiparallel in every ground state; at $|J_1|=2J_2$ there are other ground states as well. The spins are classical vectors at zero temperature, and odd $L$ is not treated. A spin-wave expansion about the states `twoNeel n m` starts from a relative angle that this classical energy leaves free; fluctuations or further couplings can select it.

## The energy as a sum of squares

Let a plaquette have corners $a=S_{x,y}$, $b=S_{x+1,y}$, $c=S_{x+1,y+1}$ and $d=S_{x,y+1}$. Give each edge half its coupling:

$$e=\tfrac{J_1}{2}(a\cdot b+d\cdot c+a\cdot d+b\cdot c)+J_2(a\cdot c+b\cdot d).$$

Summed over the lattice, the top edges $d\cdot c$ give the same total as the bottom edges $a\cdot b$, because shifting $y$ by 1 only permutes the terms. The right and left edges agree in the same way under a shift of $x$. Hence $E=\sum e$. This is `energy_eq_plaquettes`, where `Equiv.sum_comp` performs the two shifts.

Now let $u=a+c$ and $v=b+d$ be the total spins of the diagonals. The four edges together are $u\cdot v$. For unit spins $|u|^2=2+2\,a\cdot c$ and $|v|^2=2+2\,b\cdot d$, so

$$e=-2J_2+\tfrac{J_2}{2}\big(|u|^2+|v|^2\big)+\tfrac{J_1}{2}\,u\cdot v.$$

Since $|u\pm v|^2=|u|^2+|v|^2\pm 2u\cdot v$, this equals

$$e=-2J_2+\frac{2J_2+J_1}{8}|u+v|^2+\frac{2J_2-J_1}{8}|u-v|^2.$$

The last two terms are `excess`. In `plaquette_identity`, `simp only` expands the inner products and inserts the unit lengths, and `ring` compares the coefficients. There are $L^2$ plaquettes, so `energy_excess` gives $E=-2J_2L^2$ plus the sum of all excesses.

For $|J_1|\le 2J_2$ both coefficients are non-negative, and the lower bound follows.

## Why the angle is free, and why nothing else remains

For even $L$ the sign $s$ flips at every step, including the step across the boundary from $L-1$ to $0$; this is `stagger_add_one`. A diagonal step changes both $s(x)$ and $s(y)$, so it stays on the same sublattice and reverses the spin. Every diagonal pair in `twoNeel n m` is therefore antiparallel, as `twoNeel_antiparallel` checks by going through the four sign combinations. Then $u=v=0$ on every plaquette, the excess vanishes, and the angle between $n$ and $m$ never enters.

Conversely, let $|J_1|<2J_2$ and $E=-2J_2L^2$. The excesses are non-negative and sum to zero, so each one is zero. Both coefficients are now positive, which forces $u+v=0$ and $u-v=0$, hence $u=v=0$. On every plaquette

$$S_{x+1,y+1}=-S_{x,y},\qquad S_{x,y+1}=-S_{x+1,y}.$$

Using the second relation at height $y+1$ and then the first,

$$S_{x,y+2}=-S_{x+1,y+1}=S_{x,y}.$$

So $S_{0,0}$ and $S_{0,1}$ determine the column $x=0$, and $S_{x+1,y}=-S_{x,y+1}$ determines each further column from the one before. These are the two inductions, `col` and `all`, in `antiparallel_unique`. The state `twoNeel n m` with $n=S_{0,0}$ and $m=S_{0,1}$ obeys the same relations and agrees with $S$ on those two sites, so it is $S$.

For the ordinary Néel state, nearest neighbours are antiparallel and diagonal neighbours parallel. Each site contributes $2J_2-2J_1$, which is less than $-2J_2$ exactly when $J_1>2J_2$. At $J_1=2J_2>0$ the two energies coincide. The Néel state then reaches the bound although its diagonal pairs are parallel, so the uniqueness statement needs its strict inequality.

## Sixteen sites, and four

Take $L=4$ and $J_1=J_2=1$, so the bound is $-32$. Choose $n$ and $m$ at $60^\circ$, with $n\cdot m=\tfrac12$. The plaquette at the origin has $a=n$, $b=-m$, $c=-n$, $d=m$. The inner products along its edges are $-\tfrac12$, $+\tfrac12$, $-\tfrac12$ and $+\tfrac12$, which cancel, and its diagonals contribute $-2$. The other plaquettes give the same value, and $16\cdot(-2)=-32$. The ordinary Néel state has energy $16\,(2-2)=0$ here. With $J_1=3$ and $J_2=1$ it has $16\,(2-6)=-64$, well below $-32$.

The smallest lattice allowed is $L=2$. All four plaquettes then contain the same four spins, so `energy` counts each nearest-neighbour pair twice and each diagonal pair four times:

$$E=2J_1\,u\cdot v+4J_2(a\cdot c+b\cdot d).$$

With this counting the bound is $-8J_2$, reached when both diagonal pairs are antiparallel.
